# Unit populations on a three-level ring with unit one-way jump rates are stationary yet carry a net flux

The declaration concerns a classical master equation for the populations of three levels, with jumps 0 → 1 → 2 → 0 at unit rate and none in the reverse direction. It states that with population one at each level, gain and loss cancel at every level, while the net flux from level 0 to level 1 is one. The populations are unnormalised: they sum to three. The attempt treats the three levels case by case and asks `norm_num` to unfold the definitions, expand the sum and evaluate it in a single call.

The failing Lean file:

```lean
import Mathlib

open Finset

namespace RingStationaryWithFlux

noncomputable section

/-- Net probability flux from level `m` to level `n`, for jump rates `w m n` from `m` to `n`
and populations `p`. -/
def netFlux (w : ℕ → ℕ → ℝ) (p : ℕ → ℝ) (m n : ℕ) : ℝ :=
  w m n * p m - w n m * p n

/-- Right-hand side of the master equation on the levels `0..N`: gain minus loss of level `n`,
summed over all levels of the system. -/
def masterRHS (N : ℕ) (w : ℕ → ℕ → ℝ) (p : ℕ → ℝ) (n : ℕ) : ℝ :=
  ∑ m ∈ range (N + 1), netFlux w p m n

/-- The populations are stationary when the master equation gives no change at any level
`0..N`. -/
def IsStationary (N : ℕ) (w : ℕ → ℕ → ℝ) (p : ℕ → ℝ) : Prop :=
  ∀ n ≤ N, masterRHS N w p n = 0

/-- On a ring of three levels with unit jump rates in one direction only, the vector with population
one at each level is stationary although the net flux from level `0` to level `1` is one. -/
theorem ring_stationary_with_flux :
    IsStationary 2 (fun m n => if n = (m + 1) % 3 then 1 else 0) (fun _ => 1) ∧
      netFlux (fun m n => if n = (m + 1) % 3 then 1 else 0) (fun _ => 1) 0 1 = 1 := by
  constructor
  · intro n hn
    interval_cases n <;> norm_num [masterRHS, netFlux, Finset.sum_range_succ]
  · norm_num [netFlux]

end

end RingStationaryWithFlux
```

The compiler's answer:

```
Main.lean:30:2: error: unsolved goals
case left.«0»
n : ℕ
hn : 0 ≤ 2
⊢ ↑(#({x ∈ range 3 | 0 = (x + 1) % 3})) - 1 = 0

case left.«1»
n : ℕ
hn : 1 ≤ 2
⊢ ↑(#({x ∈ range 3 | 1 = (x + 1) % 3})) - 1 = 0

case left.«2»
n : ℕ
hn : 2 ≤ 2
⊢ ↑(#({x ∈ range 3 | 2 = (x + 1) % 3})) - 1 = 0
```

After these edits no error is left:

```diff
@@ -29,5 +29,7 @@
   constructor
   · intro n hn
-    interval_cases n <;> norm_num [masterRHS, netFlux, Finset.sum_range_succ]
+    -- write out the three terms of the sum before evaluating the rates
+    simp only [masterRHS, netFlux, Finset.sum_range_succ, Finset.sum_range_zero]
+    interval_cases n <;> norm_num
   · norm_num [netFlux]
 
```

Diagnosis. The error lists three unsolved goals, one for each level. Each is true: exactly one `x` in `range 3` satisfies the condition, so the goal says 1 - 1 = 0. But `norm_num` left the count unevaluated.

The count comes from `norm_num` using Mathlib's general simp lemmas along with the ones it was given. Those lemmas split the sum of differences into two sums. The second became 1, and the first, a sum of ones and zeros, became the number of elements meeting the condition. No sum was then left for `Finset.sum_range_succ` to expand.

The repair expands the sum first, with `simp only`, which is given the two definitions and the lemmas for sums over a range, but not the lemmas that turn a sum into a count. After `interval_cases n`, every condition compares specific numbers, and `norm_num` can finish. Splitting into cases after the expansion just means the sum is expanded once instead of three times, and the added comment has no effect on the proof.
